# In an s–p chain with orthogonal orbitals, interorbital hopping leaves the sum of the two band curvatures at k = 0 unchanged

Suppose you are fitting a non-interacting chain with nearest-neighbour hopping, one s and one p orbital per cell and all orbitals orthogonal, to two effective masses at k = 0, and the two inverse masses have the wrong sum. Adjusting the interorbital hopping b will not repair it; at a fixed lattice constant, the sum a + c of the like-orbital hoppings a (s–s) and c (p–p) has to change. With on-site energies es and ep, the Bloch matrix is

H(k) = [[es + 2a cos k, 2ib sin k], [−2ib sin k, ep + 2c cos k]].

Let D = es + 2a − ep − 2c be the s–p energy difference at k = 0. If D ≠ 0, the curvatures there are

s-like: −2a + 8b²/D
p-like: −2c − 8b²/D

and b drops out of their sum. Here k is dimensionless, the wavevector times the lattice constant d, so a curvature κ means an inverse effective mass κd²/ħ².

## The chain and its Bloch matrix

```lean
import Mathlib

open Matrix Filter Topology

noncomputable section

namespace TwoBandChain
```

These lines load the mathematics library Mathlib and open a namespace for the names that follow.

```lean
/-- Real parameters of a chain with one s and one p orbital per cell: on-site energies `es`, `ep`,
like-orbital hoppings `a`, `c`, and interorbital hopping `b`. -/
structure SPChain where
  (es ep a b c : ℝ)
```

A chain `m` is a record of five real numbers, and `m.a` reads off its hopping a. No sign or size is imposed on any of them.

```lean
/-- Diagonal s energy `es + 2a cos k`. -/
def SPChain.eS (m : SPChain) (k : ℝ) : ℝ := m.es + 2 * m.a * Real.cos k
```

This is the s diagonal entry, eS(k) = es + 2a cos k.

```lean
/-- Diagonal p energy `ep + 2c cos k`. -/
def SPChain.eP (m : SPChain) (k : ℝ) : ℝ := m.ep + 2 * m.c * Real.cos k
```

Likewise, eP(k) = ep + 2c cos k.

```lean
/-- Interorbital hybridisation `2b sin k`. -/
def SPChain.hyb (m : SPChain) (k : ℝ) : ℝ := 2 * m.b * Real.sin k
```

The hybridisation is h(k) = 2b sin k, which vanishes at k = 0.

```lean
/-- The Bloch Hamiltonian `H(k)` in the basis (s, p). -/
def SPChain.H (m : SPChain) (k : ℝ) : Matrix (Fin 2) (Fin 2) ℂ :=
  !![(m.eS k : ℂ), Complex.I * (m.hyb k : ℂ); -(Complex.I * (m.hyb k : ℂ)), (m.eP k : ℂ)]
```

The matrix is entered row by row, with real entries read as complex numbers. It is taken as given, not derived from a real-space lattice. It describes orthogonal orbitals with nearest-neighbour hopping and no spin.

```lean
/-- The signed s–p energy difference `D` at `k = 0`. -/
def SPChain.gap (m : SPChain) : ℝ := m.es + 2 * m.a - m.ep - 2 * m.c
```

Despite its name, `gap` is the signed quantity D: positive when the s level lies above the p level at k = 0, negative when it lies below.

## Bands labelled by orbital character

```lean
/-- Square of half the band splitting at `k`. -/
def SPChain.rad (m : SPChain) (k : ℝ) : ℝ := ((m.eS k - m.eP k) / 2) ^ 2 + m.hyb k ^ 2
```

This defines R(k) = ((eS − eP)/2)² + h², whose square root is half the band splitting.

```lean
/-- The band that is s-like at `k = 0`, for chains with `D ≠ 0`. -/
def SPChain.sBand (m : SPChain) (k : ℝ) : ℝ :=
  (m.eS k + m.eP k) / 2 + Real.sign m.gap * √(m.rad k)
```

The s-like band is

S(k) = (eS + eP)/2 + sign(D) √R(k).

```lean
/-- The band that is p-like at `k = 0`, for chains with `D ≠ 0`. -/
def SPChain.pBand (m : SPChain) (k : ℝ) : ℝ :=
  (m.eS k + m.eP k) / 2 - Real.sign m.gap * √(m.rad k)
```

The p-like band P(k) has the opposite sign before the root. Leaving out sign(D) and always calling the upper band s-like swaps the labels when D < 0, and the curvature formulas then land on the wrong bands. At D = 0 the sign is 0 and both expressions reduce to the mean energy, so the theorems about them assume D ≠ 0.

```lean
/-- `E₁` and `E₂` are the two bands: at each `k` they are the roots, with multiplicity, of the
characteristic polynomial of `H(k)`. -/
def SPChain.IsBandPair (m : SPChain) (E₁ E₂ : ℝ → ℝ) : Prop :=
  ∀ (k : ℝ) (z : ℂ), (z • (1 : Matrix (Fin 2) (Fin 2) ℂ) - m.H k).det = (z - E₁ k) * (z - E₂ k)
```

Two functions E₁ and E₂ form a band pair if, for every k and every complex z,

det(z − H(k)) = (z − E₁(k))(z − E₂(k)).

They are then the full spectrum at each k, counted with multiplicity.

```lean
/-- The dispersion `E` has second derivative `κ` at `k = 0`. -/
def HasCurvature (E : ℝ → ℝ) (κ : ℝ) : Prop :=
  ∃ v : ℝ → ℝ, (∀ᶠ k in 𝓝 0, HasDerivAt E (v k) k) ∧ HasDerivAt v κ 0
```

`HasCurvature E κ` says that there is a velocity function v with E′(k) = v(k) for all k near 0, and v′(0) = κ. The notation `∀ᶠ k in 𝓝 0` means "for all k in some neighbourhood of 0". A band with a kink at k = 0 has no curvature in this sense.

```lean
/-- A dispersion has at most one curvature at `k = 0`. -/
theorem HasCurvature.unique {E : ℝ → ℝ} {κ μ : ℝ} (h : HasCurvature E κ)
    (h' : HasCurvature E μ) : κ = μ := by
  obtain ⟨v, hv, hv'⟩ := h
  obtain ⟨w, hw, hw'⟩ := h'
  have hvw : v =ᶠ[𝓝 0] w := by
    filter_upwards [hv, hw] with k h1 h2 using h1.unique h2
  exact hv'.unique (hw'.congr_of_eventuallyEq hvw)
```

A band cannot have two different curvatures. Two velocity functions for the same band agree near 0, because derivatives are unique, and so they have the same slope at 0.

## The spectrum, by hand and in Lean

```lean
/-- The characteristic polynomial of the Bloch Hamiltonian. -/
theorem det_H (m : SPChain) (k : ℝ) (z : ℂ) :
    (z • (1 : Matrix (Fin 2) (Fin 2) ℂ) - m.H k).det =
      (z - m.eS k) * (z - m.eP k) - (m.hyb k : ℂ) ^ 2 := by
  have h00 : (z • (1 : Matrix (Fin 2) (Fin 2) ℂ) - m.H k) 0 0 = z - m.eS k := by
    simp [SPChain.H]
  have h01 : (z • (1 : Matrix (Fin 2) (Fin 2) ℂ) - m.H k) 0 1 = -(Complex.I * m.hyb k) := by
    simp [SPChain.H]
  have h10 : (z • (1 : Matrix (Fin 2) (Fin 2) ℂ) - m.H k) 1 0 = Complex.I * m.hyb k := by
    simp [SPChain.H]
  have h11 : (z • (1 : Matrix (Fin 2) (Fin 2) ℂ) - m.H k) 1 1 = z - m.eP k := by
    simp [SPChain.H]
  rw [Matrix.det_fin_two, h00, h01, h10, h11]
  linear_combination (m.hyb k : ℂ) ^ 2 * Complex.I_sq
```

The off-diagonal entries of z − H are −ih and ih, with product h². Hence

det(z − H) = (z − eS)(z − eP) − h².

Lean computes the four entries, applies the 2×2 determinant formula and finishes with i² = −1. The tactic `linear_combination` checks that an equation follows by algebra from the equations it is given.

```lean
/-- For `D ≠ 0` the s-like and p-like bands are the two bands of `H(k)`. -/
theorem isBandPair (m : SPChain) (hD : m.gap ≠ 0) : m.IsBandPair m.sBand m.pBand := by
  intro k z
  have hg : Real.sign m.gap ^ 2 = 1 := by
    rcases lt_or_gt_of_ne hD with h | h
    · rw [Real.sign_of_neg h]; norm_num
    · rw [Real.sign_of_pos h]; norm_num
  have hq : √(m.rad k) ^ 2 = ((m.eS k - m.eP k) / 2) ^ 2 + m.hyb k ^ 2 :=
    Real.sq_sqrt (by unfold SPChain.rad; positivity)
  -- sum and product of the bands are the trace and determinant
  have hsum : m.sBand k + m.pBand k = m.eS k + m.eP k := by
    simp only [SPChain.sBand, SPChain.pBand]; ring
  have hprod : m.sBand k * m.pBand k = m.eS k * m.eP k - m.hyb k ^ 2 := by
    simp only [SPChain.sBand, SPChain.pBand]
    linear_combination -√(m.rad k) ^ 2 * hg - hq
  have hsumC : (m.sBand k : ℂ) + m.pBand k = m.eS k + m.eP k := by exact_mod_cast hsum
  have hprodC : (m.sBand k : ℂ) * m.pBand k = m.eS k * m.eP k - (m.hyb k : ℂ) ^ 2 := by
    exact_mod_cast hprod
  rw [det_H]
  linear_combination z * hsumC - hprodC
```

To show that S and P are the bands, compare sums and products. The roots cancel in the sum, and sign(D)² = 1, so

S + P = eS + eP
S·P = ((eS + eP)/2)² − R = eS·eP − h².

These are the trace and determinant of H, which fix its characteristic polynomial. In the proof they are `hsum` and `hprod`.

```lean
theorem gap_eq (m : SPChain) : m.gap = m.eS 0 - m.eP 0 := by
  simp only [SPChain.gap, SPChain.eS, SPChain.eP, Real.cos_zero]; ring
```

Since cos 0 = 1, D = eS(0) − eP(0).

```lean
/-- At `k = 0` half the band splitting is `|D|/2`. -/
theorem sqrt_rad_zero (m : SPChain) : √(m.rad 0) = |m.gap| / 2 := by
  have h : m.rad 0 = (|m.gap| / 2) ^ 2 := by
    rw [div_pow, sq_abs, gap_eq]
    simp only [SPChain.rad, SPChain.hyb, Real.sin_zero]; ring
  rw [h, Real.sqrt_sq (by positivity)]
```

Since h(0) = 0, R(0) = (D/2)² and √R(0) = |D|/2.

```lean
/-- At `k = 0` the pure s and p orbitals are eigenvectors of `H`, with the energies of the s-like
and p-like bands. -/
theorem orbital_character (m : SPChain) (hD : m.gap ≠ 0) :
    m.H 0 *ᵥ ![1, 0] = (m.sBand 0 : ℂ) • ![1, 0] ∧
      m.H 0 *ᵥ ![0, 1] = (m.pBand 0 : ℂ) • ![0, 1] := by
  have hg : Real.sign m.gap * |m.gap| = m.gap := by
    rcases lt_or_gt_of_ne hD with h | h
    · rw [Real.sign_of_neg h, abs_of_neg h]; ring
    · rw [Real.sign_of_pos h, abs_of_pos h]; ring
  have hs : m.sBand 0 = m.eS 0 := by
    simp only [SPChain.sBand, sqrt_rad_zero]
    linear_combination (1 / 2) * hg + (1 / 2) * gap_eq m
  have hp : m.pBand 0 = m.eP 0 := by
    simp only [SPChain.pBand, sqrt_rad_zero]
    linear_combination -(1 / 2) * hg - (1 / 2) * gap_eq m
  rw [hs, hp]
  constructor <;> ext i <;> fin_cases i <;>
    simp [SPChain.H, SPChain.hyb, Matrix.mulVec, dotProduct, Fin.sum_univ_succ]
```

This justifies the labels, which refer to the orbital character at k = 0; elsewhere in the zone a band's character can be different. From sign(D)|D| = D,

S(0) = (eS(0) + eP(0))/2 + D/2 = eS(0),

and similarly P(0) = eP(0). At k = 0 the matrix is diagonal, so the pure s orbital `![1, 0]` and the pure p orbital `![0, 1]` are eigenvectors with these energies.

## Differentiating through the square root

```lean
theorem hasDerivAt_eS (m : SPChain) (k : ℝ) :
    HasDerivAt m.eS (-(2 * m.a) * Real.sin k) k :=
  (((Real.hasDerivAt_cos k).const_mul (2 * m.a)).const_add m.es).congr_deriv (by ring)
```

The first derivative needed is eS′(k) = −2a sin k.

```lean
theorem hasDerivAt_eP (m : SPChain) (k : ℝ) :
    HasDerivAt m.eP (-(2 * m.c) * Real.sin k) k :=
  (((Real.hasDerivAt_cos k).const_mul (2 * m.c)).const_add m.ep).congr_deriv (by ring)
```

The second is eP′(k) = −2c sin k.

```lean
/-- For `D ≠ 0`, the curvature at `k = 0` of the mean energy plus `t` times half the splitting. -/
theorem branch_curvature (m : SPChain) (hD : m.gap ≠ 0) (t : ℝ) :
    HasCurvature (fun k => (m.eS k + m.eP k) / 2 + t * √(m.rad k))
      (-(m.a + m.c) + t * ((8 * m.b ^ 2 - (m.a - m.c) * m.gap) / |m.gap|)) := by
  have hpos : 0 < |m.gap| := abs_pos.mpr hD
  have h0 : 0 < m.rad 0 := Real.sqrt_pos.mp (by rw [sqrt_rad_zero]; positivity)
  have hrad : ∀ k, HasDerivAt m.rad (Real.sin k *
      (8 * m.b ^ 2 * Real.cos k - (m.a - m.c) * (m.eS k - m.eP k))) k := by
    intro k
    have h1 := ((hasDerivAt_eS m k).fun_sub (hasDerivAt_eP m k)).div_const 2
    have h2 : HasDerivAt m.hyb (2 * m.b * Real.cos k) k :=
      (Real.hasDerivAt_sin k).const_mul (2 * m.b)
    exact ((h1.fun_pow 2).fun_add (h2.fun_pow 2)).congr_deriv
      (by simp only [SPChain.hyb]; push_cast; ring)
  -- the band velocity is `sin k` times a function differentiable at 0
  refine ⟨fun k => Real.sin k * (-(m.a + m.c) + t * ((8 * m.b ^ 2 * Real.cos k -
    (m.a - m.c) * (m.eS k - m.eP k)) / (2 * √(m.rad k)))), ?_, ?_⟩
  · filter_upwards [(hrad 0).continuousAt.eventually (lt_mem_nhds h0)] with k hk
    have hm := ((hasDerivAt_eS m k).fun_add (hasDerivAt_eP m k)).div_const 2
    exact (hm.fun_add (((hrad k).sqrt hk.ne').const_mul t)).congr_deriv (by ring)
  · have hN := ((Real.hasDerivAt_cos 0).const_mul (8 * m.b ^ 2)).fun_sub
      (((hasDerivAt_eS m 0).fun_sub (hasDerivAt_eP m 0)).const_mul (m.a - m.c))
    have hne : 2 * √(m.rad 0) ≠ 0 := by rw [sqrt_rad_zero]; positivity
    have hg := ((hN.fun_div (((hrad 0).sqrt h0.ne').const_mul 2) hne).const_mul t).const_add
      (-(m.a + m.c))
    refine ((Real.hasDerivAt_sin 0).fun_mul hg).congr_deriv ?_
    have h2 : 2 * (|m.gap| / 2) = |m.gap| := by ring
    simp only [Real.sin_zero, Real.cos_zero, zero_mul, add_zero, one_mul, mul_one,
      sqrt_rad_zero, h2, ← gap_eq]
```

This lemma treats both bands at once, by putting a real number t in place of ±sign(D). First,

R′(k) = sin k · [8b² cos k − (a − c)(eS − eP)],

which is `hrad`. Since D ≠ 0, R(0) > 0, and by continuity R stays positive near 0, where the root can be differentiated: (√R)′ = R′/(2√R). The velocity is therefore v(k) = sin k · g(k), with

g(k) = −(a + c) + t [8b² cos k − (a − c)(eS − eP)] / (2√R).

By the product rule, v′(0) = cos 0 · g(0) + sin 0 · g′(0) = g(0), so g′(0) never has to be worked out. Inserting the values at k = 0 gives

v′(0) = −(a + c) + t [8b² − (a − c)D] / |D|.

The two bullets in the proof establish the velocity near 0 and then its slope at 0.

```lean
/-- For `D ≠ 0` the s-like and p-like bands have curvatures `-2a + 8b²/D` and `-2c - 8b²/D`
at `k = 0`. -/
theorem band_curvatures (m : SPChain) (hD : m.gap ≠ 0) :
    HasCurvature m.sBand (-2 * m.a + 8 * m.b ^ 2 / m.gap) ∧
      HasCurvature m.pBand (-2 * m.c - 8 * m.b ^ 2 / m.gap) := by
  have hg : ∀ y, Real.sign m.gap * (y / |m.gap|) = y / m.gap := by
    intro y
    rcases lt_or_gt_of_ne hD with h | h
    · rw [Real.sign_of_neg h, abs_of_neg h, div_neg]; ring
    · rw [Real.sign_of_pos h, abs_of_pos h, one_mul]
  constructor
  · have h := branch_curvature m hD (Real.sign m.gap)
    rw [hg, sub_div, mul_div_cancel_right₀ _ hD] at h
    have e : -2 * m.a + 8 * m.b ^ 2 / m.gap =
      -(m.a + m.c) + (8 * m.b ^ 2 / m.gap - (m.a - m.c)) := by ring
    rw [e]
    exact h
  · have h := branch_curvature m hD (-Real.sign m.gap)
    rw [neg_mul, hg, sub_div, mul_div_cancel_right₀ _ hD] at h
    have e : -2 * m.c - 8 * m.b ^ 2 / m.gap =
      -(m.a + m.c) + -(8 * m.b ^ 2 / m.gap - (m.a - m.c)) := by ring
    have hf : m.pBand =
        fun k => (m.eS k + m.eP k) / 2 + -Real.sign m.gap * √(m.rad k) := by
      funext k
      simp only [SPChain.pBand]; ring
    rw [e, hf]
    exact h
```

For the s-like band set t = sign(D). Because sign(D)/|D| = 1/D,

S″(0) = −(a + c) + 8b²/D − (a − c) = −2a + 8b²/D.

With t = −sign(D),

P″(0) = −(a + c) − 8b²/D + (a − c) = −2c − 8b²/D.

In k·p language, ±8b²/D is the second-order contribution of the interband coupling 2bk, here for a model with only two bands.

## What b can and cannot tune

```lean
/-- Whenever the two bands of the chain have curvatures at `k = 0`, these add up to `-2a - 2c`,
whatever the interorbital hopping `b`. -/
theorem curvature_sum_rule (m : SPChain) {E₁ E₂ : ℝ → ℝ} {κ₁ κ₂ : ℝ}
    (hE : m.IsBandPair E₁ E₂) (h₁ : HasCurvature E₁ κ₁) (h₂ : HasCurvature E₂ κ₂) :
    κ₁ + κ₂ = -2 * m.a - 2 * m.c := by
  -- comparing the characteristic polynomial at 0 and 1 gives the trace
  have hsum : (fun k => E₁ k + E₂ k) = fun k => m.eS k + m.eP k := by
    funext k
    have h0 := hE k 0
    have h1 := hE k 1
    rw [det_H] at h0 h1
    have h : (E₁ k : ℂ) + E₂ k = m.eS k + m.eP k := by linear_combination h1 - h0
    exact_mod_cast h
  obtain ⟨v, hv, hv'⟩ := h₁
  obtain ⟨w, hw, hw'⟩ := h₂
  have hadd : HasCurvature (fun k => E₁ k + E₂ k) (κ₁ + κ₂) :=
    ⟨fun k => v k + w k, by filter_upwards [hv, hw] with k a b using a.fun_add b,
      hv'.fun_add hw'⟩
  rw [hsum] at hadd
  refine hadd.unique ⟨fun k => -(2 * m.a) * Real.sin k + -(2 * m.c) * Real.sin k,
    Filter.Eventually.of_forall fun k => (hasDerivAt_eS m k).fun_add (hasDerivAt_eP m k), ?_⟩
  exact (((Real.hasDerivAt_sin 0).const_mul (-(2 * m.a))).fun_add
    ((Real.hasDerivAt_sin 0).const_mul (-(2 * m.c)))).congr_deriv
      (by rw [Real.cos_zero]; ring)
```

The sum rule is stated for any band pair whose members have curvatures at k = 0, and it does not require D ≠ 0. Comparing the characteristic polynomial at z = 0 and z = 1 isolates the trace:

E₁(k) + E₂(k) = eS(k) + eP(k) = es + ep + 2(a + c) cos k.

The second derivative of the right-hand side at 0 is −2a − 2c. The left-hand side has curvature κ₁ + κ₂, and `HasCurvature.unique` equates the two.

Take es = 0, ep = 2, a = −1 and c = 2, so that D = −2 − 6 = −8 and the s-like band is the lower one at k = 0.

- b = 1: the curvatures are 2 − 1 = 1 and −4 + 1 = −3.
- b = 2: they are 2 − 4 = −2 and −4 + 4 = 0.

The sum is −2 both times, as −2a − 2c requires.

```lean
/-- For `D ≠ 0` the s-like band has zero curvature at `k = 0` exactly when `4b² = aD`. -/
theorem sBand_flat_iff (m : SPChain) (hD : m.gap ≠ 0) :
    HasCurvature m.sBand 0 ↔ 4 * m.b ^ 2 = m.a * m.gap := by
  have hs := (band_curvatures m hD).1
  constructor
  · intro h
    have e := h.unique hs
    have hd : 8 * m.b ^ 2 / m.gap * m.gap = 8 * m.b ^ 2 := div_mul_cancel₀ _ hD
    linear_combination -(1 / 2) * hd - m.gap / 2 * e
  · intro h
    have h8 : 8 * m.b ^ 2 = 2 * m.a * m.gap := by linarith
    have e : -2 * m.a + 8 * m.b ^ 2 / m.gap = 0 := by
      rw [h8, mul_div_cancel_right₀ _ hD]; ring
    rwa [e] at hs

end TwoBandChain
```

A single curvature does respond to b. Setting −2a + 8b²/D = 0 and multiplying by D/2 gives 4b² = aD. The forward direction uses uniqueness to equate 0 with the known curvature; the reverse direction substitutes the condition into the formula. In the example aD = 8, so b² = 2 removes the s-like curvature and leaves −2 for the p-like band. If aD < 0, no real b satisfies the condition. "Flat" in the theorem's name refers only to the curvature at k = 0, not to the whole band.

```lean
#print axioms TwoBandChain.isBandPair
-- 'TwoBandChain.isBandPair' depends on axioms: [propext, Classical.choice, Quot.sound]
#print axioms TwoBandChain.orbital_character
-- 'TwoBandChain.orbital_character' depends on axioms: [propext, Classical.choice, Quot.sound]
#print axioms TwoBandChain.curvature_sum_rule
-- 'TwoBandChain.curvature_sum_rule' depends on axioms: [propext, Classical.choice, Quot.sound]
#print axioms TwoBandChain.sBand_flat_iff
-- 'TwoBandChain.sBand_flat_iff' depends on axioms: [propext, Classical.choice, Quot.sound]
```
